# A quantised mode on a finite photon window approaches Shirley's truncated Floquet matrix

Replace a cavity mode holding a few photons by a classical field, and the couplings come out wrong. The matrix element of the photon field between 3 and 4 photons is twice that between 0 and 1, while a classical drive couples every pair of neighbouring harmonics equally. How many photons make the replacement acceptable depends on the size of this mismatch. The bounds below control it for individual matrix entries, on a window around a reference photon number and with the coupling per photon scaled to keep the field amplitude fixed.

## A classical drive in harmonics

Set \(\hbar=1\). A molecule with Hamiltonian \(H_0\) is driven at frequency \(\omega\) through \(2V\cos\omega t\), where \(V\) is the coupling matrix; note the factor 2, which many texts absorb into \(V\). Let \(\varphi\) be a molecular vector and \(k\) an integer. Since \(-i\,\frac{d}{dt}e^{ik\omega t}=k\omega\,e^{ik\omega t}\) and \(2\cos\omega t=e^{i\omega t}+e^{-i\omega t}\),

\[
\Big(H_0+2V\cos\omega t-i\frac{d}{dt}\Big)\varphi e^{ik\omega t}
=(H_0+k\omega)\varphi\,e^{ik\omega t}+V\varphi\,\big(e^{i(k+1)\omega t}+e^{i(k-1)\omega t}\big).
\]

Read as a matrix on harmonics, this has \(H_0+k\omega\) on the diagonal and \(V\) between neighbours. It is Shirley's Floquet matrix.

## The same molecule in a photon mode

Let \(\hat a\) annihilate a photon of the mode, and let \(N\) be a reference photon number. The Hamiltonian is

\[
H=H_0+\omega\,\hat a^\dagger\hat a+\frac{V}{\sqrt N}(\hat a+\hat a^\dagger).
\]

The factor \(1/\sqrt N\) is postulated. It stands for a mode volume that grows in proportion to \(N\), so that the energy density, and with it the field amplitude, stays fixed.

Label photon numbers as \(N+k\) and measure energies from \(N\omega\). The diagonal block is then \(H_0+(N+k)\omega-N\omega=H_0+k\omega\). Because \(\langle N+k-1|\hat a|N+k\rangle=\sqrt{N+k}\), the block between \(k\) and \(k-1\) is

\[
V\sqrt{\frac{N+k}{N}},
\]

and \(\hat a^\dagger\) gives the same block in the other direction. Only these links differ from Shirley's.

## Entrywise bounds and the limit of many photons

Keep the offsets \(|k|\le K\) with \(K<N\), and let \(a,b\) label molecular states. Every entry of the QED matrix differs from the corresponding Shirley entry by at most \(|V_{ab}|K/N\). If \(V_{ab}k/(2N)\) is also subtracted on the link between \(k\) and \(k-1\), the remainder is at most \(|V_{ab}|K^2/(2N^2)\). At fixed \(K\), the matrices converge entry by entry as \(N\to\infty\), and for finitely many molecular states so does the characteristic determinant at each complex energy \(z\).

In Lean, `ι` is the set of molecular states and `Window K` the set of allowed offsets, so the matrices are indexed by pairs from `ι × Window K`. `qedH` is the Hamiltonian on all photon numbers, with `ladder` supplying the elements of \(\hat a\) and `g` the factor that multiplies \(V\). `dressed` sets `g` to \(1/\sqrt N\), restricts `qedH` to the window and subtracts \(N\omega\). Despite its name, it is written in the product basis of molecular and photon states, not in dressed eigenstates. `shirley` is the truncation of Shirley's infinite matrix to the same offsets. In `link f`, the value `f k` belongs to the pair \(k,k-1\), in both directions.

`dressed_near_shirley` states the two bounds under `K < N`; `tendsto_shirley` and `tendsto_characteristic_det` state the limits. \(H_0\) and \(V\) may be any complex matrices, with Hermitian ones as the physical case.

Nothing here bounds the effect of states outside the window, and a real cavity also has losses and further modes, which the model omits. For one lossless mode with linear coupling and a finite window, the bounds say how closely the entries of a Floquet matrix for a driven molecule match those of the cavity-QED matrix. They don't by themselves bound the error of a simulated evolution, which can build up over time.

## Square roots near one

Let \(x\ge-1\) and \(s=\sqrt{1+x}\), so \(s\ge0\) and \(s^2=1+x\). Then

\[
x=s^2-1=(s-1)(s+1),
\]

and \(s+1\ge1\) gives \(|s-1|\le|x|\). For the next order,

\[
s-1-\frac x2=s-1-\frac{s^2-1}{2}=-\frac{(s-1)^2}{2},
\]

whose modulus is at most \(x^2/2\).

Now put \(x=k/N\). On the window \(|x|\le K/N<1\), hence

\[
\left|\sqrt{\tfrac{N+k}{N}}-1\right|\le\frac KN,\qquad
\left|\sqrt{\tfrac{N+k}{N}}-1-\frac{k}{2N}\right|\le\frac{K^2}{2N^2}.
\]

The diagonal blocks of the two matrices cancel, and entries between offsets that differ by more than one vanish in both. Multiplying the link errors by \(|V_{ab}|\) therefore gives the bounds on all entries. As \(N\) grows, \(K/N\to0\), so the matrices converge. The determinant is a polynomial in the entries, so it converges too.

## A window around 100 photons, and a window of one

Take \(N=100\) and \(K=21\). The link from \(k=21\) to \(20\) carries the factor \(\sqrt{1.21}=1.1\). Its error is \(0.1\), within the bound \(0.21\). The linear term is \(21/200=0.105\), which leaves \(-0.005\), within the bound \(0.21^2/2=0.02205\). The link from \(k=-19\) to \(-20\) carries \(\sqrt{0.81}=0.9\): its error is \(-0.1\), the linear term is \(-0.095\), and \(-0.005\) is left again. Measured against Shirley's matrix, links above the reference number are stronger and those below it weaker, while the link from \(k=0\) to \(-1\) is exactly \(V\).

For \(K=0\) and any \(N\ge1\), the window holds the single offset \(k=0\). There are no links, both matrices equal \(H_0\), and both bounds are zero.

## From the photon ladder to the determinant in Lean

```lean
import Mathlib

open Filter Topology Matrix

namespace FloquetFromPhotons

noncomputable section

variable {ι : Type*}

/-- The harmonic `exp(i k ω t)` of the driving frequency. -/
def harmonic (ω : ℝ) (k : ℤ) (t : ℝ) : ℂ := Complex.exp (((k : ℂ) * ω * t) * Complex.I)

/-- For finitely many molecular states, the operator `H0 + 2 V cos(ω t) - i d/dt` acting on
`φ exp(i k ω t)` gives `(H0 + k ω) φ` in harmonic `k` and `V φ` in the harmonics `k + 1` and
`k - 1`. -/
theorem floquet_harmonic [Fintype ι] (H0 V : Matrix ι ι ℂ) (ω : ℝ) (φ : ι → ℂ) (k : ℤ)
    (t : ℝ) (a : ι) :
    (H0 *ᵥ fun b => φ b * harmonic ω k t) a
        + 2 * Complex.cos (ω * t) * (V *ᵥ fun b => φ b * harmonic ω k t) a
        - Complex.I * deriv (fun s : ℝ => φ a * harmonic ω k s) t
      = ((H0 *ᵥ φ) a + k * ω * φ a) * harmonic ω k t
        + (V *ᵥ φ) a * (harmonic ω (k + 1) t + harmonic ω (k - 1) t) := by
  have h0 : HasDerivAt (fun s : ℝ => ((k : ℂ) * ω * s) * Complex.I)
      ((k : ℂ) * ω * Complex.I) t := by
    simpa using (((hasDerivAt_id t).ofReal_comp).const_mul ((k : ℂ) * ω)).mul_const Complex.I
  have hd : HasDerivAt (fun s : ℝ => φ a * harmonic ω k s)
      (φ a * (harmonic ω k t * ((k : ℂ) * ω * Complex.I))) t := h0.cexp.const_mul (φ a)
  -- the cosine shifts the harmonic by one unit either way
  have hs : 2 * Complex.cos (ω * t) * harmonic ω k t
      = harmonic ω (k + 1) t + harmonic ω (k - 1) t := by
    simp only [harmonic]
    rw [Complex.two_cos, add_mul, ← Complex.exp_add, ← Complex.exp_add]
    congr 2 <;> (push_cast; ring)
  have hv : (fun b => φ b * harmonic ω k t) = harmonic ω k t • φ :=
    funext fun b => mul_comm _ _
  rw [hd.deriv, hv, Matrix.mulVec_smul, Matrix.mulVec_smul]
  simp only [Pi.smul_apply, smul_eq_mul]
  linear_combination (V *ᵥ φ) a * hs - (k * ω * φ a * harmonic ω k t) * Complex.I_sq

variable [DecidableEq ι]

/-- Matrix element `⟨m|a|n⟩` of the photon annihilation operator. -/
def ladder (m n : ℕ) : ℝ := if m + 1 = n then √(n : ℝ) else 0

/-- The Hamiltonian `H0 + ω a†a + g V (a + a†)` on molecular states times photon numbers. -/
def qedH (H0 V : Matrix ι ι ℂ) (ω g : ℝ) : Matrix (ι × ℕ) (ι × ℕ) ℂ :=
  Matrix.of fun p q =>
    (if p.2 = q.2 then H0 p.1 q.1 + (if p.1 = q.1 then (ω : ℂ) * (p.2 : ℂ) else 0) else 0)
      + V p.1 q.1 * ((g * (ladder p.2 q.2 + ladder q.2 p.2) : ℝ) : ℂ)

/-- The window of photon-number offsets `k` with `|k| ≤ K`. -/
abbrev Window (K : ℕ) := {k : ℤ // k ∈ Finset.Icc (-(K : ℤ)) K}

/-- The photon number `N + k`, for offsets `k ≥ -N`. -/
def photons (N : ℕ) (k : ℤ) : ℕ := ((N : ℤ) + k).toNat

/-- The QED Hamiltonian with coupling `V (a + a†)/√N`, restricted to the window around `N`
photons, with energies measured from `N ω`; meant for `K < N`. -/
def dressed (H0 V : Matrix ι ι ℂ) (ω : ℝ) (N K : ℕ) :
    Matrix (ι × Window K) (ι × Window K) ℂ :=
  (qedH H0 V ω (1 / √(N : ℝ))).submatrix (fun p => (p.1, photons N p.2))
    (fun p => (p.1, photons N p.2)) - ((ω : ℂ) * (N : ℂ)) • 1

/-- Links between neighbouring offsets: `f k` between `k` and `k - 1`, in both directions. -/
def link (f : ℤ → ℝ) (k l : ℤ) : ℝ := if k = l - 1 then f l else if l = k - 1 then f k else 0

/-- The block matrix with `H0 + k ω` on the diagonal and `f k V` between `k` and `k - 1`. -/
def blocks (H0 V : Matrix ι ι ℂ) (ω : ℝ) (f : ℤ → ℝ) (K : ℕ) :
    Matrix (ι × Window K) (ι × Window K) ℂ :=
  Matrix.of fun p q =>
    (if p.2 = q.2 then H0 p.1 q.1 + (if p.1 = q.1 then (ω : ℂ) * ((p.2 : ℤ) : ℂ) else 0) else 0)
      + V p.1 q.1 * ((link f p.2 q.2 : ℝ) : ℂ)

/-- Shirley's Floquet matrix on the window: all links equal `V`. -/
def shirley (H0 V : Matrix ι ι ℂ) (ω : ℝ) (K : ℕ) :
    Matrix (ι × Window K) (ι × Window K) ℂ := blocks H0 V ω (fun _ => 1) K

/-- For offsets `k, l ≥ -N`, the matrix element of `a + a†` between `N + k` and `N + l` photons,
scaled by `1/√N`, is `link f k l` with `f j = √((N + j)/N)`. -/
theorem coupling_link {N : ℕ} {k l : ℤ} (hk : 0 ≤ (N : ℤ) + k) (hl : 0 ≤ (N : ℤ) + l) :
    1 / √(N : ℝ) * (ladder (photons N k) (photons N l) + ladder (photons N l) (photons N k))
      = link (fun j => √(((N : ℝ) + j) / N)) k l := by
  have e : ∀ i j : ℤ, 0 ≤ (N : ℤ) + i → 0 ≤ (N : ℤ) + j →
      ladder (photons N i) (photons N j) = if i = j - 1 then √((N : ℝ) + j) else 0 := by
    intro i j hi hj
    have hj' : ((photons N j : ℕ) : ℤ) = N + j := by unfold photons; omega
    have hR : ((photons N j : ℕ) : ℝ) = N + j := by exact_mod_cast congrArg (Int.cast : ℤ → ℝ) hj'
    have h : photons N i + 1 = photons N j ↔ i = j - 1 := by unfold photons; omega
    simp only [ladder, h, hR]
  rw [e k l hk hl, e l k hl hk]
  simp only [link, Real.sqrt_div' _ (Nat.cast_nonneg N)]
  by_cases h1 : k = l - 1
  · have h2 : ¬ l = k - 1 := by omega
    simp only [if_pos h1, if_neg h2]
    ring
  · simp only [if_neg h1]
    by_cases h2 : l = k - 1
    · simp only [if_pos h2]
      ring
    · simp only [if_neg h2]
      ring

/-- For `K < N` the dressed matrix has blocks `H0 + k ω` on the diagonal and
`V √((N + k)/N)` between `k` and `k - 1`. -/
theorem dressed_eq_blocks (H0 V : Matrix ι ι ℂ) (ω : ℝ) {N K : ℕ} (h : K < N) :
    dressed H0 V ω N K = blocks H0 V ω (fun j => √(((N : ℝ) + j) / N)) K := by
  ext ⟨a, k, hk⟩ ⟨b, l, hl⟩
  have hk' := Finset.mem_Icc.mp hk
  have hl' := Finset.mem_Icc.mp hl
  have hc := coupling_link (N := N) (k := k) (l := l) (by omega) (by omega)
  have hp : photons N k = photons N l ↔ k = l := by unfold photons; omega
  have hz : ((photons N k : ℕ) : ℤ) = N + k := by unfold photons; omega
  have hn : ((photons N k : ℕ) : ℂ) = N + k := by exact_mod_cast congrArg (Int.cast : ℤ → ℂ) hz
  simp only [dressed, blocks, qedH, Matrix.sub_apply, Matrix.submatrix_apply, Matrix.smul_apply,
    Matrix.of_apply, Matrix.one_apply, Prod.mk.injEq, Subtype.mk.injEq, hp, hc, hn, smul_eq_mul]
  by_cases h1 : k = l <;> by_cases h2 : a = b <;>
    simp only [h1, h2, and_true, and_false, and_self, if_true, if_false] <;> ring

/-- For every `x ≥ -1`, `√(1 + x)` is within `|x|` of `1` and within `x²/2` of `1 + x/2`. -/
theorem sqrt_expansion {x : ℝ} (hx : -1 ≤ x) :
    |√(1 + x) - 1| ≤ |x| ∧ |√(1 + x) - 1 - x / 2| ≤ x ^ 2 / 2 := by
  have hs : √(1 + x) ^ 2 = 1 + x := Real.sq_sqrt (by linarith)
  have h0 : 0 ≤ √(1 + x) := Real.sqrt_nonneg _
  generalize √(1 + x) = s at hs h0 ⊢
  have h1 : |s - 1| ≤ |x| := by
    have e : x = (s - 1) * (s + 1) := by linear_combination -hs
    rw [e, abs_mul, abs_of_nonneg (by linarith : 0 ≤ s + 1)]
    nlinarith [mul_nonneg (abs_nonneg (s - 1)) h0]
  -- the second-order error is exactly minus half the square of the first
  have e2 : s - 1 - x / 2 = -((s - 1) ^ 2 / 2) := by linear_combination hs / 2
  refine ⟨h1, ?_⟩
  rw [e2, abs_neg, abs_of_nonneg (by positivity)]
  linarith [sq_le_sq.mpr h1]

/-- For `|j| ≤ K < N` the link `√((N + j)/N)` is within `K/N` of `1`, and within `K²/(2N²)` of
`1 + j/(2N)`. -/
theorem link_error {N K : ℕ} (h : K < N) {j : ℤ} (hj : |j| ≤ K) :
    |√(((N : ℝ) + j) / N) - 1| ≤ K / N ∧
      |√(((N : ℝ) + j) / N) - 1 - j / (2 * N)| ≤ (K : ℝ) ^ 2 / (2 * N ^ 2) := by
  have hN : 0 < (N : ℝ) := by exact_mod_cast (by omega : 0 < N)
  have hjR : |(j : ℝ)| ≤ K := by exact_mod_cast hj
  have e : ((N : ℝ) + j) / N = 1 + j / N := by rw [add_div, div_self hN.ne']
  have hb : |(j : ℝ) / N| ≤ K / N := by
    rw [abs_div, abs_of_pos hN]
    gcongr
  have hK : (K : ℝ) / N ≤ 1 := (div_le_one hN).mpr (by exact_mod_cast h.le)
  obtain ⟨h1, h2⟩ := sqrt_expansion (x := (j : ℝ) / N) (by linarith [neg_abs_le ((j : ℝ) / N)])
  have hq := pow_le_pow_left₀ (abs_nonneg _) hb 2
  rw [sq_abs] at hq
  have e2 : (j : ℝ) / (2 * N) = j / N / 2 := by ring
  have e3 : (K : ℝ) ^ 2 / (2 * N ^ 2) = (K / N) ^ 2 / 2 := by ring
  rw [e, e2, e3]
  exact ⟨h1.trans hb, by linarith⟩

/-- For `K < N` each entry of the dressed matrix differs from Shirley's by at most `|V_ab| K/N`, and
by at most `|V_ab| K²/(2N²)` once `V_ab k/(2N)` is subtracted on the link between `k` and `k - 1`.
-/
theorem dressed_near_shirley (H0 V : Matrix ι ι ℂ) (ω : ℝ) {N K : ℕ} (h : K < N)
    (p q : ι × Window K) :
    ‖dressed H0 V ω N K p q - shirley H0 V ω K p q‖ ≤ ‖V p.1 q.1‖ * (K / N) ∧
      ‖dressed H0 V ω N K p q - shirley H0 V ω K p q
          - V p.1 q.1 * ((link (fun j => (j : ℝ) / (2 * N)) p.2 q.2 : ℝ) : ℂ)‖
        ≤ ‖V p.1 q.1‖ * ((K : ℝ) ^ 2 / (2 * N ^ 2)) := by
  have hw : ∀ k : Window K, |(k : ℤ)| ≤ K := fun k => abs_le.mpr (Finset.mem_Icc.mp k.2)
  have hsub : ∀ (f g : ℤ → ℝ) (k l : ℤ),
      link f k l - link g k l = link (fun j => f j - g j) k l := by
    intro f g k l
    unfold link
    split_ifs <;> simp
  have hlink : ∀ (f : ℤ → ℝ) (C : ℝ), 0 ≤ C → (∀ j : ℤ, |j| ≤ K → |f j| ≤ C) →
      |link f p.2 q.2| ≤ C := by
    intro f C hC hf
    unfold link
    split_ifs
    exacts [hf _ (hw q.2), hf _ (hw p.2), by simpa using hC]
  -- the diagonal blocks cancel and only the links remain
  have hd : dressed H0 V ω N K p q - shirley H0 V ω K p q
      = V p.1 q.1 * ((link (fun j => √(((N : ℝ) + j) / N) - 1) p.2 q.2 : ℝ) : ℂ) := by
    rw [dressed_eq_blocks H0 V ω h, ← hsub, Complex.ofReal_sub]
    simp only [shirley, blocks, Matrix.of_apply]
    ring
  rw [hd, ← mul_sub, ← Complex.ofReal_sub, hsub, norm_mul, norm_mul, Complex.norm_real,
    Complex.norm_real, Real.norm_eq_abs, Real.norm_eq_abs]
  exact ⟨mul_le_mul_of_nonneg_left
      (hlink _ _ (by positivity) fun j hj => (link_error h hj).1) (norm_nonneg _),
    mul_le_mul_of_nonneg_left
      (hlink _ _ (by positivity) fun j hj => (link_error h hj).2) (norm_nonneg _)⟩

/-- On a fixed window the dressed matrix converges to Shirley's matrix as `N` grows. -/
theorem tendsto_shirley (H0 V : Matrix ι ι ℂ) (ω : ℝ) (K : ℕ) :
    Tendsto (fun N : ℕ => dressed H0 V ω N K) atTop (𝓝 (shirley H0 V ω K)) := by
  refine tendsto_pi_nhds.mpr fun p => tendsto_pi_nhds.mpr fun q => ?_
  rw [tendsto_iff_norm_sub_tendsto_zero]
  have hlim := (tendsto_const_div_atTop_nhds_zero_nat (K : ℝ)).const_mul ‖V p.1 q.1‖
  rw [mul_zero] at hlim
  refine squeeze_zero' (Eventually.of_forall fun _ => norm_nonneg _) ?_ hlim
  filter_upwards [eventually_gt_atTop K] with N h
  exact (dressed_near_shirley H0 V ω h p q).1

/-- For finitely many molecular states and a fixed window, the characteristic determinant of the
dressed matrix converges, at every complex energy `z`, to that of Shirley's matrix. -/
theorem tendsto_characteristic_det [Fintype ι] (H0 V : Matrix ι ι ℂ) (ω : ℝ) (K : ℕ) (z : ℂ) :
    Tendsto (fun N : ℕ => (z • 1 - dressed H0 V ω N K).det) atTop
      (𝓝 (z • 1 - shirley H0 V ω K).det) := by
  have hc : Continuous fun M : Matrix (ι × Window K) (ι × Window K) ℂ => (z • 1 - M).det :=
    (continuous_const.sub continuous_id).matrix_det
  exact (hc.tendsto _).comp (tendsto_shirley H0 V ω K)

end

end FloquetFromPhotons
```

```lean
#print axioms FloquetFromPhotons.floquet_harmonic
-- 'FloquetFromPhotons.floquet_harmonic' depends on axioms: [propext, Classical.choice, Quot.sound]
#print axioms FloquetFromPhotons.tendsto_shirley
-- 'FloquetFromPhotons.tendsto_shirley' depends on axioms: [propext, Classical.choice, Quot.sound]
#print axioms FloquetFromPhotons.tendsto_characteristic_det
-- 'FloquetFromPhotons.tendsto_characteristic_det' depends on axioms: [propext, Classical.choice, Quot.sound]
```

## Cancelling the diagonal, then bounding the links

`floquet_harmonic` is the calculation for the classical drive. `hd` differentiates the exponential, `hs` writes the cosine as two shifts of the harmonic, and `linear_combination` collects the terms using \(i^2=-1\).

`coupling_link` evaluates the photon matrix elements. Its inner statement `e` treats one element of \(\hat a\), and the case split then separates the two directions of a link from the pairs that aren't neighbours. `dressed_eq_blocks` compares entries, splitting on whether the offsets and the molecular states agree. The square-root blocks are thus derived from the Hamiltonian.

`sqrt_expansion` renames the root to `s` and keeps only \(s^2=1+x\) and \(s\ge0\). Both identities for \(s\) follow by `linear_combination`; `nlinarith` turns the first into the bound \(|s-1|\le|x|\), and squaring that bound gives the second estimate. `link_error` substitutes \(x=j/N\), with `j` in the role of \(k\).

In `dressed_near_shirley`, `hd` records that the diagonal blocks cancel and leaves \(V_{ab}\) times a link error. `hsub` subtracts links with different values, and `hlink` carries a bound on those values over to every pair of offsets. `link_error` then supplies both estimates.

`tendsto_shirley` squeezes the norm of each entry's difference between zero and \(|V_{ab}|K/N\). It uses the bound only for \(N>K\), which is enough for a limit. `tendsto_characteristic_det` composes this limit with the continuity of \(M\mapsto\det(z-M)\).
